# Plane-wave eigenvalues of a smooth semilocal energy's Hessian at uniform density on a periodic grid

On a one-dimensional periodic grid of $N$ points with spacing $h>0$, let the energy be $E(\rho)=\sum_i f(\rho_i,(D\rho)_i)$, where $\rho_i$ is the density at point $i$ and $D$ the central difference. If $f(x,y)$ is of class $C^2$ near $(c,0)$, every plane wave $w_j=e^{2\pi \mathrm{i}kj/N}$ with integer $k$ is an eigenvector of the Hessian of $E$ at uniform density $c$, with eigenvalue

$$\mu=f_{xx}(c,0)+f_{yy}(c,0)\,\frac{\sin^2(2\pi k/N)}{h^2}.$$

The physical question is how the energy of a uniform system responds, to second order, to a density ripple. In density-functional theory, let $f$ be the exchange-correlation energy per unit length of a gradient-dependent functional in one dimension. Then $hE$ is the grid approximation to the exchange-correlation energy. As $h\to0$ at fixed physical wavenumber $\kappa=2\pi k/(Nh)$, $\mu$ tends to $f_{xx}(c,0)+f_{yy}(c,0)\,\kappa^2$, the Fourier transform of this functional's adiabatic exchange-correlation kernel at uniform density $c$. This limit is not formalised here.

```lean
import Mathlib

open Matrix Topology

noncomputable section

namespace GridHessian

variable {N : ℕ} [NeZero N]
```

## Energy, Hessian and plane waves

Grid points are elements of `ZMod N`, so neighbours wrap around. The central difference is $(Du)_i=(u_{i+1}-u_{i-1})/(2h)$, for real or complex $u$.

```lean
/-- Central difference on the periodic grid, for nonzero spacing `h`. -/
def centralDiff {V : Type*} [AddCommGroup V] [Module ℝ V] (h : ℝ)
    (u : ZMod N → V) (i : ZMod N) : V :=
  (2 * h)⁻¹ • (u (i + 1) - u (i - 1))
```

The energy carries no volume weight; with a factor $h$ in front of the sum, the Hessian matrix and its eigenvalues are multiplied by $h$. The second argument of $f$ is the signed gradient, not its magnitude or square.

```lean
/-- Semilocal grid energy: the sum of `f` (density, density gradient) over the grid points. -/
def gridEnergy (f : ℝ × ℝ → ℝ) (h : ℝ) (ρ : ZMod N → ℝ) : ℝ :=
  ∑ i, f (ρ i, centralDiff h ρ i)
```

Second derivatives are Fréchet derivatives taken twice and evaluated on two directions. Thus $f_{xx}(c,0)$ is `secondDeriv f (c, 0) (1, 0) (1, 0)`, and $f_{yy}(c,0)$ uses `(0, 1)` twice.

```lean
/-- Second derivative of `F` at `p` along the directions `u` and `v`,
for `F` twice differentiable at `p`. -/
def secondDeriv {V : Type*} [NormedAddCommGroup V] [NormedSpace ℝ V]
    (F : V → ℝ) (p u v : V) : ℝ :=
  fderiv ℝ (fderiv ℝ F) p u v
```

The Hessian entry $H_{ij}=\partial^2E/\partial\rho_i\partial\rho_j$ takes the unit vectors at $i$ and $j$ as directions.

```lean
/-- Hessian matrix of an energy `F` with respect to the densities at the grid points, for `F` twice
differentiable at `ρ`. -/
def hessian (F : (ZMod N → ℝ) → ℝ) (ρ : ZMod N → ℝ) : Matrix (ZMod N) (ZMod N) ℝ :=
  Matrix.of fun i j => secondDeriv F ρ (Pi.single i 1) (Pi.single j 1)
```

The wave is unnormalised: its squared norm is $N$, and dividing by $\sqrt N$ leaves the eigenvalue unchanged. Below, italic $i$ is a grid point and upright $\mathrm{i}$ the imaginary unit, `Complex.I`.

```lean
/-- The plane wave `exp (2 π i k j / N)` on the grid. -/
def planeWave (k : ℤ) (j : ZMod N) : ℂ :=
  Complex.exp (2 * Real.pi * Complex.I * k * (j.val : ℂ) / N)
```

## The quadratic form at uniform density

Each grid point sees the density through the linear map $L_i\rho=(\rho_i,(D\rho)_i)$, so $E=\sum_i f(L_i\rho)$.

```lean
/-- The linear map that reads off density and density gradient at grid point `i`. -/
def sample (h : ℝ) (i : ZMod N) : (ZMod N → ℝ) →L[ℝ] ℝ × ℝ :=
  (ContinuousLinearMap.proj (R := ℝ) (φ := fun _ : ZMod N => ℝ) i).prod
    ((2 * h)⁻¹ • (ContinuousLinearMap.proj (R := ℝ) (φ := fun _ : ZMod N => ℝ) (i + 1)
      - ContinuousLinearMap.proj (R := ℝ) (φ := fun _ : ZMod N => ℝ) (i - 1)))
```

At uniform density $L_i\rho=(c,0)$ for all $i$. The chain rule, with all derivatives of $f$ at $(c,0)$, gives for variations $u$ and $v$

$$E''(u,v)=\sum_i\big[f_{xx}u_iv_i+f_{xy}\big(u_i(Dv)_i+(Du)_iv_i\big)+f_{yy}(Du)_i(Dv)_i\big].$$

Shifting the summation index around the ring gives $\sum_i(Da)_ib_i=-\sum_ia_i(Db)_i$. The $f_{xy}$ terms therefore cancel, and

$$E''(u,v)=\sum_iu_i\big(f_{xx}v_i-f_{yy}(D^2v)_i\big).$$

In the proof, `h1` and `h3` are the two applications of the chain rule, `hb` expands the form using the symmetry `hs` of mixed derivatives, and `parts` is the summation by parts. Smoothness is required only near $(c,0)$, so a functional meaningful only at positive density is allowed when $c>0$, provided it is $C^2$ there. The spacing is unrestricted here, but at $h=0$ Lean's convention $0^{-1}=0$ makes $D$ vanish, and the statement has no physical content.

```lean
/-- For `f` of class C² near `(c, 0)`, the second derivative of the grid energy at uniform
density `c` is the bilinear form with kernel `f_xx - f_yy D²`. -/
theorem secondDeriv_gridEnergy_uniform {f : ℝ × ℝ → ℝ} {c : ℝ} (h : ℝ)
    (hf : ContDiffAt ℝ 2 f (c, 0)) (u v : ZMod N → ℝ) :
    secondDeriv (gridEnergy f h) (fun _ => c) u v =
      ∑ i, u i * (secondDeriv f (c, 0) (1, 0) (1, 0) * v i
        - secondDeriv f (c, 0) (0, 1) (0, 1) * centralDiff h (centralDiff h v) i) := by
  have hL : ∀ i : ZMod N, sample h i (fun _ => c) = (c, 0) := by
    intro i
    change (c, (2 * h)⁻¹ • (c - c)) = _
    simp
  have hd : ∀ᶠ p in 𝓝 (c, (0 : ℝ)), DifferentiableAt ℝ f p :=
    (hf.eventually (by simp)).mono fun p hp => hp.differentiableAt (by norm_num)
  have hg : ∀ᶠ ρ in 𝓝 (fun _ : ZMod N => c), ∀ i, DifferentiableAt ℝ f (sample h i ρ) :=
    Filter.eventually_all.2 fun i => by
      have ht := (sample h i).continuous.tendsto (fun _ => c)
      rw [hL i] at ht
      exact ht.eventually hd
  -- first derivative near the uniform density
  have h1 : fderiv ℝ (gridEnergy f h) =ᶠ[𝓝 (fun _ : ZMod N => c)]
      fun ρ => ∑ i, (fderiv ℝ f (sample h i ρ)).comp (sample h i) := by
    filter_upwards [hg] with ρ hρ
    have hE : gridEnergy f h = fun ρ : ZMod N → ℝ => ∑ i, f (sample h i ρ) := rfl
    have key : ∀ i ∈ (Finset.univ : Finset (ZMod N)),
        HasFDerivAt (fun ρ => f (sample h i ρ))
          ((fderiv ℝ f (sample h i ρ)).comp (sample h i)) ρ :=
      fun i _ => (hρ i).hasFDerivAt.comp ρ (sample h i).hasFDerivAt
    rw [hE]
    exact (HasFDerivAt.fun_sum key).fderiv
  have h2 : DifferentiableAt ℝ (fderiv ℝ f) (c, 0) :=
    (hf.fderiv_right (m := 1) one_add_one_eq_two.le).differentiableAt (by norm_num)
  -- second derivative at the uniform density
  have h3 : HasFDerivAt (fun ρ => ∑ i, (fderiv ℝ f (sample h i ρ)).comp (sample h i))
      (∑ i, ((ContinuousLinearMap.compL ℝ (ZMod N → ℝ) (ℝ × ℝ) ℝ).flip (sample h i)).comp
        ((fderiv ℝ (fderiv ℝ f) (c, 0)).comp (sample h i))) (fun _ : ZMod N => c) := by
    refine HasFDerivAt.fun_sum fun i _ => ?_
    have ha : HasFDerivAt (fderiv ℝ f) (fderiv ℝ (fderiv ℝ f) (c, 0))
        (sample h i (fun _ => c)) := by
      rw [hL i]
      exact h2.hasFDerivAt
    exact (((ContinuousLinearMap.compL ℝ (ZMod N → ℝ) (ℝ × ℝ) ℝ).flip
      (sample h i)).hasFDerivAt).comp _ (ha.comp _ (sample h i).hasFDerivAt)
  have h4 : secondDeriv (gridEnergy f h) (fun _ => c) u v =
      ∑ i, secondDeriv f (c, 0) (sample h i u) (sample h i v) := by
    unfold secondDeriv
    rw [h1.fderiv_eq, h3.fderiv]
    simp [_root_.sum_apply]
  have h5 : secondDeriv (gridEnergy f h) (fun _ => c) u v =
      ∑ i, secondDeriv f (c, 0) (u i, centralDiff h u i) (v i, centralDiff h v i) := h4
  -- mixed derivatives agree
  have hs : secondDeriv f (c, 0) (0, 1) (1, 0) = secondDeriv f (c, 0) (1, 0) (0, 1) :=
    (hf.isSymmSndFDerivAt (by simp)) _ _
  have hb : ∀ a b a' b' : ℝ, secondDeriv f (c, 0) (a, b) (a', b') =
      secondDeriv f (c, 0) (1, 0) (1, 0) * (a * a')
      + secondDeriv f (c, 0) (1, 0) (0, 1) * (a * b' + b * a')
      + secondDeriv f (c, 0) (0, 1) (0, 1) * (b * b') := by
    intro a b a' b'
    have e : ∀ x y : ℝ, ((x, y) : ℝ × ℝ) = x • (1, 0) + y • (0, 1) := by
      intro x y
      simp
    rw [e a b, e a' b']
    unfold secondDeriv at hs ⊢
    simp only [map_add, map_smul, _root_.add_apply, _root_.smul_apply, smul_eq_mul]
    linear_combination (b * a') * hs
  -- periodic summation by parts
  have parts : ∀ a b : ZMod N → ℝ,
      ∑ i, centralDiff h a i * b i = -∑ i, a i * centralDiff h b i := by
    intro a b
    have s1 : ∑ i, a (i + 1) * b i = ∑ i, a i * b (i - 1) :=
      Fintype.sum_equiv (Equiv.addRight (1 : ZMod N)) _ _ fun i => by simp
    have s2 : ∑ i, a i * b (i + 1) = ∑ i, a (i - 1) * b i :=
      Fintype.sum_equiv (Equiv.addRight (1 : ZMod N)) _ _ fun i => by simp
    simp only [centralDiff, smul_eq_mul]
    calc _ = (2 * h)⁻¹ * (∑ i, a (i + 1) * b i - ∑ i, a (i - 1) * b i) := by
          rw [← Finset.sum_sub_distrib, Finset.mul_sum]
          exact Finset.sum_congr rfl fun i _ => by ring
      _ = _ := by
          rw [s1, ← s2, ← Finset.sum_sub_distrib, Finset.mul_sum, ← Finset.sum_neg_distrib]
          exact Finset.sum_congr rfl fun i _ => by ring
  have hr : ∑ i, u i * (secondDeriv f (c, 0) (1, 0) (1, 0) * v i
        - secondDeriv f (c, 0) (0, 1) (0, 1) * centralDiff h (centralDiff h v) i) =
      secondDeriv f (c, 0) (1, 0) (1, 0) * ∑ i, u i * v i
      - secondDeriv f (c, 0) (0, 1) (0, 1) *
        ∑ i, u i * centralDiff h (centralDiff h v) i := by
    rw [Finset.mul_sum, Finset.mul_sum, ← Finset.sum_sub_distrib]
    exact Finset.sum_congr rfl fun i _ => by ring
  rw [h5, hr, Finset.sum_congr rfl fun i _ =>
    hb (u i) (centralDiff h u i) (v i) (centralDiff h v i)]
  rw [Finset.sum_add_distrib, Finset.sum_add_distrib, ← Finset.mul_sum, ← Finset.mul_sum,
    ← Finset.mul_sum, Finset.sum_add_distrib, parts u v, parts u (centralDiff h v)]
  ring
```

Taking $u$ and $v$ as the unit vectors $e_i$ and $e_j$ gives $H_{ij}=f_{xx}\delta_{ij}-f_{yy}(D^2e_j)_i$. Multiplying by $w_j$ and summing over $j$,

$$(Hw)_i=f_{xx}w_i-f_{yy}(D^2w)_i.$$

The real matrix is mapped entrywise into the complex numbers so that it can act on complex $w$. The sums over unit vectors are collapsed by `hδ`.

```lean
/-- For `f` of class C² near `(c, 0)`, the Hessian matrix at uniform density `c` acts on
complex grid functions as `f_xx - f_yy D²`. -/
theorem hessian_mulVec {f : ℝ × ℝ → ℝ} {c : ℝ} (h : ℝ)
    (hf : ContDiffAt ℝ 2 f (c, 0)) (w : ZMod N → ℂ) :
    (hessian (gridEnergy f h) (fun _ => c)).map (fun x : ℝ => (x : ℂ)) *ᵥ w =
      fun i => (secondDeriv f (c, 0) (1, 0) (1, 0) : ℂ) * w i
        - (secondDeriv f (c, 0) (0, 1) (0, 1) : ℂ) * centralDiff h (centralDiff h w) i := by
  funext i
  have he : ∀ j, hessian (gridEnergy f h) (fun _ => c) i j =
      secondDeriv f (c, 0) (1, 0) (1, 0) * (Pi.single j 1 : ZMod N → ℝ) i
      - secondDeriv f (c, 0) (0, 1) (0, 1) *
        centralDiff h (centralDiff h (Pi.single j 1 : ZMod N → ℝ)) i := by
    intro j
    change secondDeriv (gridEnergy f h) (fun _ => c) (Pi.single i 1) (Pi.single j 1) = _
    rw [secondDeriv_gridEnergy_uniform h hf, Finset.sum_eq_single i]
    · rw [Pi.single_eq_same, one_mul]
    · intro l _ hl
      rw [Pi.single_eq_of_ne hl, zero_mul]
    · intro hi
      exact absurd (Finset.mem_univ i) hi
  have hδ : ∀ m, ∑ j, (((Pi.single j 1 : ZMod N → ℝ) m : ℝ) : ℂ) * w j = w m := by
    intro m
    rw [Finset.sum_eq_single m]
    · simp
    · intro j _ hj
      simp [hj.symm]
    · intro hm
      exact absurd (Finset.mem_univ m) hm
  let e : ZMod N → ZMod N → ℂ := fun j m => (((Pi.single j 1 : ZMod N → ℝ) m : ℝ) : ℂ)
  have hδ' : ∀ m, ∑ j, e j m * w j = w m := hδ
  change ∑ j, ((hessian (gridEnergy f h) (fun _ => c) i j : ℝ) : ℂ) * w j = _
  calc _ = ∑ j, ((secondDeriv f (c, 0) (1, 0) (1, 0) : ℂ) * (e j i * w j)
        - ((secondDeriv f (c, 0) (0, 1) (0, 1) : ℂ) * ((2 * (h : ℂ))⁻¹) ^ 2) *
          (e j (i + 1 + 1) * w j - e j (i + 1 - 1) * w j
            - (e j (i - 1 + 1) * w j - e j (i - 1 - 1) * w j))) := by
        refine Finset.sum_congr rfl fun j _ => ?_
        rw [he]
        simp only [centralDiff, smul_eq_mul, e]
        push_cast
        ring
    _ = _ := by
        simp only [Finset.sum_sub_distrib, ← Finset.mul_sum, hδ', centralDiff,
          Complex.real_smul]
        push_cast
        ring
```

## Differencing a plane wave

Translation by $m$ points gives $w_{j+m}=e^{2\pi \mathrm{i}km/N}w_j$. If the translation wraps around the ring, the integer label changes by an extra $Nq$ and the exponent by $2\pi \mathrm{i}kq$, which has no effect. The integer $q$ is extracted explicitly in the proof.

```lean
/-- Translation by `m` grid points multiplies a plane wave by the phase
`exp (2 π i k m / N)`. -/
theorem planeWave_add (k : ℤ) (j : ZMod N) (m : ℤ) :
    planeWave k (j + (m : ZMod N)) =
      Complex.exp (2 * Real.pi * Complex.I * k * (m : ℂ) / N) * planeWave k j := by
  have hN : (N : ℂ) ≠ 0 := Nat.cast_ne_zero.2 (NeZero.ne N)
  have hz : ((((j + (m : ZMod N)).val : ℤ) - ((j.val : ℤ) + m) : ℤ) : ZMod N) = 0 := by
    rw [Int.cast_sub, Int.cast_add, Int.cast_natCast, Int.cast_natCast,
      ZMod.natCast_zmod_val, ZMod.natCast_zmod_val, sub_self]
  obtain ⟨q, hq⟩ := (CharP.intCast_eq_zero_iff (ZMod N) N _).1 hz
  have aux : ∀ a b : ℕ, (a : ℤ) - ((b : ℤ) + m) = N * q → (a : ℂ) = b + m + N * q := by
    intro a b e
    have e' := congrArg (Int.cast : ℤ → ℂ) e
    push_cast at e'
    linear_combination e'
  unfold planeWave
  rw [aux _ _ hq, ← Complex.exp_add]
  generalize j.val = b
  -- the exponents differ by a multiple of 2πi
  refine Complex.exp_eq_exp_iff_exists_int.2 ⟨k * q, ?_⟩
  push_cast
  rw [← add_div, div_add' _ _ _ hN, div_left_inj' hN]
  ring
```

With $\theta=2\pi k/N$, the cases $m=\pm1$ give

$$h(Dw)_i=\tfrac12\big(e^{\mathrm{i}\theta}-e^{-\mathrm{i}\theta}\big)w_i=\mathrm{i}\sin\theta\,w_i.$$

```lean
/-- For nonzero spacing, `h D` multiplies a plane wave by `i sin (2 π k / N)`. -/
theorem centralDiff_planeWave {h : ℝ} (hh : h ≠ 0) (k : ℤ) (i : ZMod N) :
    (h : ℂ) * centralDiff h (planeWave k) i =
      Complex.I * (Real.sin (2 * Real.pi * k / N) : ℂ) * planeWave k i := by
  have hC : (h : ℂ) ≠ 0 := Complex.ofReal_ne_zero.2 hh
  have e1 : 2 * Real.pi * Complex.I * k * ((1 : ℤ) : ℂ) / N =
      ((2 * Real.pi * k / N : ℝ) : ℂ) * Complex.I := by
    push_cast
    ring
  have e2 : 2 * Real.pi * Complex.I * k * ((-1 : ℤ) : ℂ) / N =
      (-((2 * Real.pi * k / N : ℝ) : ℂ)) * Complex.I := by
    push_cast
    ring
  have hp := planeWave_add k i 1
  rw [e1, Complex.exp_mul_I, Int.cast_one] at hp
  have hm := planeWave_add k i (-1)
  rw [e2, Complex.exp_mul_I, Complex.cos_neg, Complex.sin_neg, Int.cast_neg, Int.cast_one,
    ← sub_eq_add_neg] at hm
  have hi : (h : ℂ) * (((2 * h)⁻¹ : ℝ) : ℂ) = 1 / 2 := by
    push_cast
    field_simp
  unfold centralDiff
  rw [Complex.real_smul, hp, hm, Complex.ofReal_sin]
  linear_combination (2 * Complex.sin ((2 * Real.pi * k / N : ℝ) : ℂ) * Complex.I
    * planeWave k i) * hi
```

## The eigenvalue

Applying $D$ twice gives $h^2D^2w=-\sin^2\theta\,w$, hence

$$h^2Hw=\big(h^2f_{xx}+f_{yy}\sin^2\theta\big)w.$$

The theorem is an equivalence: a complex $\mu$ satisfies $Hw=\mu w$ exactly when $h^2\mu=h^2f_{xx}+f_{yy}\sin^2\theta$. Since $h>0$, this is the formula at the top. In Lean, `a` is the eigenvalue of $D$ and `hs` records $h^2a^2=-\sin^2\theta$. For the forward direction the eigenvector equation is read at grid point $0$, where $w$ is nonzero; for the reverse it is checked at every point.

```lean
/-- For spacing `h > 0` and `f` of class C² near `(c, 0)`, each plane wave is an eigenvector of
the Hessian at uniform density `c`, with `μ = f_xx + f_yy sin² (2 π k / N) / h²` as its only
eigenvalue; the formula is stated multiplied by `h²`. -/
theorem hessian_planeWave_iff {f : ℝ × ℝ → ℝ} {c h : ℝ} (hh : 0 < h)
    (hf : ContDiffAt ℝ 2 f (c, 0)) (k : ℤ) (μ : ℂ) :
    (hessian (gridEnergy f h) (fun _ : ZMod N => c)).map (fun x : ℝ => (x : ℂ)) *ᵥ planeWave k
        = μ • planeWave k ↔
      (h : ℂ) ^ 2 * μ = (h : ℂ) ^ 2 * (secondDeriv f (c, 0) (1, 0) (1, 0) : ℂ)
        + (secondDeriv f (c, 0) (0, 1) (0, 1) : ℂ)
          * (Real.sin (2 * Real.pi * k / N) : ℂ) ^ 2 := by
  have hC : (h : ℂ) ≠ 0 := Complex.ofReal_ne_zero.2 hh.ne'
  have hD := centralDiff_planeWave (N := N) hh.ne' k
  generalize (Real.sin (2 * Real.pi * k / N) : ℂ) = s at hD ⊢
  obtain ⟨a, ha⟩ : ∃ a : ℂ, (h : ℂ) * a = Complex.I * s :=
    ⟨Complex.I * s / h, by field_simp⟩
  have hs : (h : ℂ) ^ 2 * a ^ 2 = -s ^ 2 := by
    linear_combination (h * a + Complex.I * s) * ha + s ^ 2 * Complex.I_sq
  -- the plane wave is an eigenvector of D, hence of D²
  have d1 : centralDiff h (planeWave (N := N) k) = fun i => a * planeWave k i := by
    funext i
    apply mul_left_cancel₀ hC
    rw [hD]
    linear_combination -(planeWave k i) * ha
  have d2 : ∀ i : ZMod N, centralDiff h (fun i => a * planeWave k i) i =
      a * centralDiff h (planeWave k) i := by
    intro i
    simp only [centralDiff, Complex.real_smul]
    ring
  have hDD : ∀ i : ZMod N, centralDiff h (centralDiff h (planeWave k)) i =
      a * (a * planeWave k i) := by
    intro i
    rw [d1, d2, d1]
  rw [hessian_mulVec h hf]
  constructor
  · intro e
    have e0 := congrFun e 0
    simp only [Pi.smul_apply, smul_eq_mul, hDD] at e0
    have hw : planeWave k (0 : ZMod N) ≠ 0 := Complex.exp_ne_zero _
    apply mul_right_cancel₀ hw
    linear_combination -(h : ℂ) ^ 2 * e0
      - (secondDeriv f (c, 0) (0, 1) (0, 1) : ℂ) * planeWave k (0 : ZMod N) * hs
  · intro e
    funext i
    simp only [Pi.smul_apply, smul_eq_mul, hDD]
    apply mul_left_cancel₀ (pow_ne_zero 2 hC)
    linear_combination -(planeWave k i) * e
      - (secondDeriv f (c, 0) (0, 1) (0, 1) : ℂ) * planeWave k i * hs
```

When $N=2k$, the wave is $w_j=(-1)^j$. Its two neighbours at any point are equal, so $Dw=0$ and

$$Hw=f_{xx}w.$$

The shortest ripple on such a grid thus feels no gradient contribution, whatever the value of $f_{yy}$. The proof obtains the equality of neighbours from translation by two points.

```lean
/-- On a grid with `N = 2 k` points and for `f` of class C² near `(c, 0)`, the plane wave of
index `k` is an eigenvector of the Hessian at uniform density `c` with eigenvalue `f_xx`. -/
theorem hessian_alternating {f : ℝ × ℝ → ℝ} {c : ℝ} (h : ℝ)
    (hf : ContDiffAt ℝ 2 f (c, 0)) (k : ℤ) (hk : 2 * k = N) :
    (hessian (gridEnergy f h) (fun _ : ZMod N => c)).map (fun x : ℝ => (x : ℂ)) *ᵥ planeWave k
      = (secondDeriv f (c, 0) (1, 0) (1, 0) : ℂ) • planeWave k := by
  have hN : (N : ℂ) ≠ 0 := Nat.cast_ne_zero.2 (NeZero.ne N)
  have hN' : (N : ℂ) = 2 * k := by exact_mod_cast hk.symm
  have e : 2 * Real.pi * Complex.I * k * ((2 : ℤ) : ℂ) / N = 2 * Real.pi * Complex.I := by
    rw [div_eq_iff hN, hN']
    push_cast
    ring
  -- the wave repeats after two grid points, so its central difference vanishes
  have hw : ∀ i : ZMod N, planeWave k (i + 1) = planeWave k (i - 1) := by
    intro i
    have h2 := planeWave_add k (i - 1) 2
    have hi : i - 1 + ((2 : ℤ) : ZMod N) = i + 1 := by
      push_cast
      ring
    rw [e, Complex.exp_two_pi_mul_I, one_mul, hi] at h2
    exact h2
  have hD : centralDiff h (planeWave (N := N) k) = 0 := by
    funext i
    simp [centralDiff, hw i]
  rw [hessian_mulVec h hf, hD]
  funext i
  simp [centralDiff]

end GridHessian
```

```lean
#print axioms GridHessian.hessian_planeWave_iff
#print axioms GridHessian.hessian_alternating
```

```
'GridHessian.hessian_planeWave_iff' depends on axioms: [propext, Classical.choice, Quot.sound]
'GridHessian.hessian_alternating' depends on axioms: [propext, Classical.choice, Quot.sound]
```
